# A three-orbital pair Hamiltonian written in N, S² and L² on antisymmetric states

## Two electrons in three orbitals

Put two electrons into three real p orbitals x, y, z, and let them interact through

h = (U − 2J) + J P + J K.

Here P exchanges the two orbital labels, and K takes a pair in equal orbitals to a pair in any common orbital: K_(ab,cd) = δ_ab δ_cd. The constants U and J are energies.

The orbital space of the pair splits into three parts: antisymmetric, symmetric and traceless, and proportional to δ_ab. These have L = 1, 2 and 0. On them P is −1, 1, 1 and K is 0, 0, 3. Antisymmetry of the whole state then fixes the spin S:

³P: U − 3J
¹D: U − J
¹S: U + 2J

The value of P is set by the exchange symmetry of the orbital part, and antisymmetry ties that symmetry to the spin. This is how an interaction that contains no spin operator comes to depend on S².

## What U and J stand for

U is the repulsion of two electrons in the same orbital, where P and K each contribute J to the diagonal element. U − 2J is the direct repulsion in different orbitals, and J is the strength of both exchange and pair hopping. These relations are postulated. Exchange and pair hopping are equal for real orbitals and a repulsion that depends only on the electrons' positions. Given that equality, the value U − 2J makes the interaction rotationally invariant within the shell.

The same form, the rotationally invariant case of the Kanamori interaction, is used for t2g shells in models of correlated materials; there L is an effective angular momentum defined on the three orbitals. For an isolated shell with only this interaction and J > 0, the list above puts ³P lowest for two electrons, in agreement with Hund's first rule. The result below shows that, for J > 0 and at fixed N and S, a larger L gives a lower energy.

## The identity for N electrons

In the file, a `State N` is an amplitude ψ(a, s), where a lists the N orbital labels and s the N spin labels. The matrices are (l_k)_ij = −i ε_kij and half the Pauli matrices, so ħ = 1. `Lsq` and `Ssq` apply each total component twice and sum over the three components. `hamiltonian` sums h over pairs i < j.

The theorem `hamiltonian_eq` says that, for all complex U and J and every `Antisymmetric` ψ, each amplitude satisfies

H ψ = [(U − 3J) N(N−1)/2 − 2J S² − (J/2) L² + (5/2) J N] ψ.

`Antisymmetric` means that ψ changes sign when two different electrons exchange both labels. For N = 0 and N = 1 this condition is empty and both sides vanish.

`multiplet_energy` replaces S² and L² by S(S+1) and L(L+1) when ψ is an eigenstate of both. It takes those eigenvalue equations as hypotheses and does not say which pairs (L, S) occur. `slater_witness` shows that the determinant of any N spin-orbitals is antisymmetric. The determinant is written without the factor 1/√N! that normalises it for orthonormal spin-orbitals; the identity is linear, so the factor plays no role.

Crystal fields, spin-orbit coupling, hopping between sites, other ratios of the interaction constants and five-orbital d shells are not covered.

## From pair operators to total angular momenta

The square of a total operator splits into one-electron terms and pairs:

L² = Σ_i l_i² + 2 Σ_(i<j) l_i·l_j,

and likewise for S². The product of two ε symbols gives

Σ_k (l_k)_pb (l_k)_qc = −Σ_k ε_kpb ε_kqc = δ_pc δ_qb − δ_pq δ_bc.

The first term is the matrix of P and the second that of K, so l_i·l_j = P − K. Setting q = b and summing over b gives l_i² = 3 − 1 = 2. Hence, on every state,

L² = 2N + 2 Σ(P − K).

For spin, the Pauli matrices give

Σ_k (s_k)_pb (s_k)_qc = ½ δ_pc δ_qb − ¼ δ_pb δ_qc.

With Q the exchange of two spin labels, this reads s_i·s_j = Q/2 − 1/4. The same contraction gives s_i² = 1 − 1/4 = 3/4. There are N(N−1)/2 pairs, so

S² = 3N/4 − N(N−1)/4 + ΣQ.

Antisymmetry says PQψ = −ψ. Since P² = 1, it follows that Qψ = −Pψ. On antisymmetric states, therefore,

ΣP = 3N/4 − N(N−1)/4 − S²
ΣK = ΣP + N − L²/2.

Insert both into the Hamiltonian:

H = (U − 2J) N(N−1)/2 + J(2ΣP + N − L²/2)
= (U − 2J) N(N−1)/2 + J(3N/2 − N(N−1)/2 − 2S² + N − L²/2)
= (U − 3J) N(N−1)/2 − 2J S² − (J/2) L² + (5/2) J N.

## A symmetric state that breaks the identity

Take two electrons with both spins up and the orbital part (xy + yx)/√2. This state is symmetric under exchange of the two particles, so real electrons cannot be in it; it serves only to test the hypothesis. It has L = 2, S = 1. Since P = 1 and K = 0, its energy under h is U − J. The right-hand side gives U − 3J − 4J − 3J + 5J = U − 5J. For J ≠ 0 the two differ, so the hypothesis of antisymmetry cannot be dropped from the theorem.

## The complete file

In Lean 4 with Mathlib:

```lean
import Mathlib

open Function

namespace MultipletHamiltonian

noncomputable section

/-- Amplitudes of N electrons, labelled by their p orbitals and their spins. -/
abbrev State (N : ℕ) := (Fin N → Fin 3) → (Fin N → Fin 2) → ℂ

/-- The orbital matrices `(l_k)_ij = -i ε_kij`. -/
def orbitalL : Fin 3 → Matrix (Fin 3) (Fin 3) ℂ :=
  ![!![0, 0, 0; 0, 0, -Complex.I; 0, Complex.I, 0],
    !![0, 0, Complex.I; 0, 0, 0; -Complex.I, 0, 0],
    !![0, -Complex.I, 0; Complex.I, 0, 0; 0, 0, 0]]

/-- The spin matrices, half the Pauli matrices. -/
def spinS : Fin 3 → Matrix (Fin 2) (Fin 2) ℂ :=
  ![!![0, 1/2; 1/2, 0], !![0, -Complex.I/2; Complex.I/2, 0], !![1/2, 0; 0, -1/2]]

variable {N : ℕ} {d : Type*}

/-- A one-electron matrix acting on the label of electron `i`. -/
def onSite [Fintype d] (A : Matrix d d ℂ) (i : Fin N) (f : (Fin N → d) → ℂ)
    (x : Fin N → d) : ℂ := ∑ b, A (x i) b * f (update x i b)

/-- The sum of a one-electron operator over all electrons. -/
def total [Fintype d] (A : Matrix d d ℂ) (f : (Fin N → d) → ℂ)
    (x : Fin N → d) : ℂ := ∑ i, onSite A i f x

/-- The squared length of a total vector operator with three components. -/
def totalSq [Fintype d] (A : Fin 3 → Matrix d d ℂ) (f : (Fin N → d) → ℂ)
    (x : Fin N → d) : ℂ := ∑ k, total (A k) (total (A k) f) x

/-- The total orbital angular momentum squared, `L²`. -/
def Lsq (ψ : State N) : State N := fun a s => totalSq orbitalL (fun a' => ψ a' s) a

/-- The total spin squared, `S²`. -/
def Ssq (ψ : State N) : State N := fun a s => totalSq spinS (ψ a) s

/-- A sum over pairs of electrons, each pair counted once. -/
def pairSum (F : Fin N → Fin N → ℂ) : ℂ := ∑ i, ∑ j, if i < j then F i j else 0

/-- The orbital swap `P` of electrons `i` and `j`. -/
def orbitalSwap (i j : Fin N) (ψ : State N) : State N :=
  fun a s => ψ (a ∘ Equiv.swap i j) s

/-- The operator `K_(ab,cd) = δ_ab δ_cd` on the orbitals of electrons `i` and `j`. -/
def pairHop (i j : Fin N) (ψ : State N) : State N :=
  fun a s => if a i = a j then ∑ c, ψ (update (update a i c) j c) s else 0

/-- The sum over pairs of `(U - 2J) + J P + J K`. -/
def hamiltonian (U J : ℂ) (ψ : State N) : State N := fun a s =>
  pairSum fun i j => (U - 2 * J) * ψ a s + J * orbitalSwap i j ψ a s + J * pairHop i j ψ a s

/-- The state changes sign when two electrons exchange both orbital and spin. -/
def Antisymmetric (ψ : State N) : Prop :=
  ∀ i j, i ≠ j → ∀ a s, ψ (a ∘ Equiv.swap i j) (s ∘ Equiv.swap i j) = -ψ a s

/-- A symmetric double sum is its diagonal plus twice the sum over pairs. -/
lemma double_sum (F : Fin N → Fin N → ℂ) (h : ∀ i j, i ≠ j → F i j = F j i) :
    ∑ i, ∑ j, F i j = ∑ i, F i i + 2 * pairSum F := by
  have key : ∀ i j, F i j = (if i = j then F i i else 0) + (if i < j then F i j else 0)
      + (if j < i then F j i else 0) := by
    intro i j
    rcases lt_trichotomy i j with hl | rfl | hl
    · simp [hl, hl.ne, lt_asymm hl]
    · simp
    · simp [hl, hl.ne', lt_asymm hl, h i j hl.ne']
  have hc : ∑ i, ∑ j, (if j < i then F j i else 0) = pairSum F := Finset.sum_comm
  have hd : ∑ i, ∑ j, (if i = j then F i i else 0) = ∑ i, F i i := by simp
  calc ∑ i, ∑ j, F i j = ∑ i, ∑ j, ((if i = j then F i i else 0)
        + (if i < j then F i j else 0) + (if j < i then F j i else 0)) :=
        Finset.sum_congr rfl fun i _ => Finset.sum_congr rfl fun j _ => key i j
    _ = _ := by
        simp only [Finset.sum_add_distrib]
        rw [hc, hd]
        unfold pairSum
        ring

/-- Sums over pairs are linear, and a constant is counted `N(N-1)/2` times. -/
lemma pairSum_affine (c α β : ℂ) (F G : Fin N → Fin N → ℂ) :
    pairSum (fun i j => c + α * F i j + β * G i j)
      = N * (N - 1) / 2 * c + α * pairSum F + β * pairSum G := by
  have h1 := double_sum (fun _ _ : Fin N => c) (fun _ _ _ => rfl)
  simp only [Finset.sum_const, Finset.card_univ, Fintype.card_fin, nsmul_eq_mul] at h1
  have h2 : pairSum (fun i j => c + α * F i j + β * G i j)
      = pairSum (fun _ _ : Fin N => c) + α * pairSum F + β * pairSum G := by
    simp only [pairSum, Finset.mul_sum, ← Finset.sum_add_distrib]
    refine Finset.sum_congr rfl fun i _ => Finset.sum_congr rfl fun j _ => ?_
    split_ifs <;> ring
  linear_combination h2 - (1 / 2) * h1

/-- For two different electrons the scalar product acts through products of matrix elements. -/
lemma onSite_pair [Fintype d] (A : Fin 3 → Matrix d d ℂ) (f : (Fin N → d) → ℂ)
    (x : Fin N → d) {i j : Fin N} (hij : i ≠ j) :
    ∑ k, onSite (A k) i (onSite (A k) j f) x
      = ∑ b, ∑ c, (∑ k, A k (x i) b * A k (x j) c) * f (update (update x i b) j c) := by
  simp only [onSite, update_of_ne hij.symm, Finset.mul_sum, Finset.sum_mul]
  refine Finset.sum_comm.trans (Finset.sum_congr rfl fun b _ =>
    Finset.sum_comm.trans (Finset.sum_congr rfl fun c _ =>
      Finset.sum_congr rfl fun k _ => ?_))
  ring

/-- If each electron has squared length `v`, the total squared length is `N v` plus twice
the scalar products over pairs. -/
theorem totalSq_eq_pairs [Fintype d] [DecidableEq d] (A : Fin 3 → Matrix d d ℂ) (v : ℂ)
    (hA : ∀ p c, ∑ k, ∑ b, A k p b * A k b c = if p = c then v else 0)
    (f : (Fin N → d) → ℂ) (x : Fin N → d) :
    totalSq A f x = N * (v * f x)
      + 2 * pairSum (fun i j => ∑ k, onSite (A k) i (onSite (A k) j f) x) := by
  have h : ∀ k i, onSite (A k) i (total (A k) f) x
      = ∑ j, onSite (A k) i (onSite (A k) j f) x := by
    intro k i
    simp only [onSite, total, Finset.mul_sum]
    exact Finset.sum_comm
  have hx : totalSq A f x = ∑ i, ∑ j, ∑ k, onSite (A k) i (onSite (A k) j f) x :=
    calc totalSq A f x = ∑ k, ∑ i, ∑ j, onSite (A k) i (onSite (A k) j f) x :=
          Finset.sum_congr rfl fun k _ => Finset.sum_congr rfl fun i _ => h k i
      _ = ∑ i, ∑ k, ∑ j, onSite (A k) i (onSite (A k) j f) x := Finset.sum_comm
      _ = _ := Finset.sum_congr rfl fun i _ => Finset.sum_comm
  -- one-electron terms
  have hdiag : ∀ i, ∑ k, onSite (A k) i (onSite (A k) i f) x = v * f x := by
    intro i
    have e : ∑ k, onSite (A k) i (onSite (A k) i f) x
        = ∑ c, (∑ k, ∑ b, A k (x i) b * A k b c) * f (update x i c) := by
      simp only [onSite, update_self, update_idem, Finset.mul_sum, Finset.sum_mul, mul_assoc]
      exact (Finset.sum_congr rfl fun k _ => Finset.sum_comm).trans Finset.sum_comm
    rw [e]
    simp [hA]
  rw [hx, double_sum]
  · simp only [hdiag, Finset.sum_const, Finset.card_univ, Fintype.card_fin, nsmul_eq_mul]
  · -- operators on different electrons commute
    intro i j hij
    rw [onSite_pair A f x hij, onSite_pair A f x hij.symm]
    refine Finset.sum_comm.trans (Finset.sum_congr rfl fun c _ =>
      Finset.sum_congr rfl fun b _ => ?_)
    rw [update_comm hij]
    congr 1
    exact Finset.sum_congr rfl fun k _ => mul_comm _ _

lemma comp_swap (x : Fin N → d) (i j : Fin N) :
    x ∘ Equiv.swap i j = update (update x i (x j)) j (x i) := by
  funext m
  by_cases hj : m = j
  · subst hj; simp
  · by_cases hi : m = i
    · subst hi; simp [hj]
    · simp [hi, hj, Equiv.swap_apply_of_ne_of_ne hi hj]

/-- The orbital scalar product `l·l` of two electrons has the matrix elements of `P - K`. -/
theorem orbital_dot (p b q c : Fin 3) : ∑ k, orbitalL k p b * orbitalL k q c
    = (if p = c then 1 else 0) * (if q = b then 1 else 0)
      - (if p = q then 1 else 0) * (if b = c then 1 else 0) := by
  fin_cases p <;> fin_cases b <;> fin_cases q <;> fin_cases c <;>
    simp [orbitalL, Fin.sum_univ_three]

/-- The spin scalar product `s·s` of two electrons is half the spin swap minus a quarter. -/
theorem spin_dot (p b q c : Fin 2) : ∑ k, spinS k p b * spinS k q c
    = 1 / 2 * ((if p = c then 1 else 0) * (if q = b then 1 else 0))
      - 1 / 4 * ((if p = b then 1 else 0) * (if q = c then 1 else 0)) := by
  fin_cases p <;> fin_cases b <;> fin_cases q <;> fin_cases c <;>
    simp [spinS, Fin.sum_univ_three] <;> (try ring_nf) <;>
    (try simp only [Complex.I_sq]) <;> (try norm_num)

/-- On every state, `L² = 2N + 2 Σ (P - K)` with the sum over pairs. -/
theorem Lsq_eq (ψ : State N) (a : Fin N → Fin 3) (s : Fin N → Fin 2) :
    Lsq ψ a s = 2 * N * ψ a s + 2 * (pairSum (fun i j => orbitalSwap i j ψ a s)
      - pairSum (fun i j => pairHop i j ψ a s)) := by
  have hA : ∀ p c, ∑ k, ∑ b, orbitalL k p b * orbitalL k b c = if p = c then 2 else 0 := by
    intro p c
    fin_cases p <;> fin_cases c <;> simp [orbitalL, Fin.sum_univ_three] <;> norm_num
  have hg : ∀ (g : Fin 3 → Fin 3 → ℂ) (p q : Fin 3),
      ∑ b, ∑ c, (∑ k, orbitalL k p b * orbitalL k q c) * g b c
        = g q p - if p = q then ∑ c, g c c else 0 := by
    intro g p q
    simp only [orbital_dot]
    fin_cases p <;> fin_cases q <;> simp [Fin.sum_univ_three] <;> ring
  have hp : pairSum (fun i j => ∑ k, onSite (orbitalL k) i
        (onSite (orbitalL k) j (fun a' => ψ a' s)) a)
      = pairSum (fun i j => 0 + 1 * orbitalSwap i j ψ a s + (-1) * pairHop i j ψ a s) := by
    refine Finset.sum_congr rfl fun i _ => Finset.sum_congr rfl fun j _ => ?_
    split_ifs with hij
    · beta_reduce
      rw [onSite_pair _ _ _ hij.ne,
        hg (fun b c => ψ (update (update a i b) j c) s) (a i) (a j)]
      simp only [orbitalSwap, pairHop, comp_swap]
      ring
    · rfl
  rw [Lsq, totalSq_eq_pairs orbitalL 2 hA, hp, pairSum_affine]
  ring

/-- On antisymmetric states, `S² = 3N/4 - N(N-1)/4 - Σ P` with the orbital swap `P`. -/
theorem Ssq_eq {ψ : State N} (hψ : Antisymmetric ψ) (a : Fin N → Fin 3)
    (s : Fin N → Fin 2) :
    Ssq ψ a s = 3 / 4 * N * ψ a s - N * (N - 1) / 4 * ψ a s
      - pairSum (fun i j => orbitalSwap i j ψ a s) := by
  have hA : ∀ p c, ∑ k, ∑ b, spinS k p b * spinS k b c = if p = c then 3 / 4 else 0 := by
    intro p c
    fin_cases p <;> fin_cases c <;> simp [spinS, Fin.sum_univ_three] <;> (try ring_nf) <;>
      (try simp only [Complex.I_sq]) <;> (try norm_num)
  have hg : ∀ (g : Fin 2 → Fin 2 → ℂ) (p q : Fin 2),
      ∑ b, ∑ c, (∑ k, spinS k p b * spinS k q c) * g b c
        = 1 / 2 * g q p - 1 / 4 * g p q := by
    intro g p q
    simp only [spin_dot]
    fin_cases p <;> fin_cases q <;> simp [Fin.sum_univ_two] <;> ring
  have hp : pairSum (fun i j => ∑ k, onSite (spinS k) i (onSite (spinS k) j (ψ a)) s)
      = pairSum (fun i j => -(1 / 4) * ψ a s + (-(1 / 2)) * orbitalSwap i j ψ a s
        + 0 * (0 : ℂ)) := by
    refine Finset.sum_congr rfl fun i _ => Finset.sum_congr rfl fun j _ => ?_
    split_ifs with hij
    · -- antisymmetry trades the spin swap for minus the orbital swap
      have h := hψ i j hij.ne a (s ∘ Equiv.swap i j)
      have hs : (s ∘ Equiv.swap i j) ∘ Equiv.swap i j = s := by
        funext m; simp
      rw [hs, comp_swap s] at h
      beta_reduce
      rw [onSite_pair _ _ _ hij.ne,
        hg (fun b c => ψ a (update (update s i b) j c)) (s i) (s j)]
      simp only [orbitalSwap, update_eq_self]
      linear_combination (1 / 2) * h
    · rfl
  rw [Ssq, totalSq_eq_pairs spinS (3 / 4) hA, hp,
    pairSum_affine _ _ _ (fun i j => orbitalSwap i j ψ a s) (fun _ _ => 0)]
  ring

/-- On antisymmetric states the pair Hamiltonian equals
`(U-3J)N(N-1)/2 - 2J S² - (J/2)L² + (5/2)J N`. -/
theorem hamiltonian_eq (U J : ℂ) {ψ : State N} (hψ : Antisymmetric ψ)
    (a : Fin N → Fin 3) (s : Fin N → Fin 2) :
    hamiltonian U J ψ a s = (U - 3 * J) * (N * (N - 1) / 2) * ψ a s
      - 2 * J * Ssq ψ a s - J / 2 * Lsq ψ a s + 5 / 2 * J * N * ψ a s := by
  have hH : hamiltonian U J ψ a s = _ := pairSum_affine ((U - 2 * J) * ψ a s) J J
    (fun i j => orbitalSwap i j ψ a s) (fun i j => pairHop i j ψ a s)
  linear_combination hH + 2 * J * Ssq_eq hψ a s + J / 2 * Lsq_eq ψ a s

/-- An antisymmetric state with quantum numbers `L` and `S` is an eigenstate of the pair
Hamiltonian, with the energy given here. -/
theorem multiplet_energy (U J L S : ℂ) {ψ : State N} (hψ : Antisymmetric ψ)
    (hL : Lsq ψ = (L * (L + 1)) • ψ) (hS : Ssq ψ = (S * (S + 1)) • ψ) :
    hamiltonian U J ψ = ((U - 3 * J) * (N * (N - 1) / 2) - 2 * J * (S * (S + 1))
      - J / 2 * (L * (L + 1)) + 5 / 2 * J * N) • ψ := by
  funext a s
  rw [hamiltonian_eq U J hψ, hL, hS]
  simp only [Pi.smul_apply, smul_eq_mul]
  ring

/-- The Slater determinant of any N spin-orbitals is antisymmetric. -/
theorem slater_witness (φ : Fin N → Fin 3 → Fin 2 → ℂ) :
    Antisymmetric (fun a s => (Matrix.of fun i j => φ i (a j) (s j)).det) := by
  intro i j hij a s
  have h := Matrix.det_permute' (Equiv.swap i j) (Matrix.of fun i j => φ i (a j) (s j))
  rw [Equiv.Perm.sign_swap hij] at h
  refine Eq.trans ?_ (h.trans (by simp))
  rfl

end

end MultipletHamiltonian
```

```lean
#print axioms MultipletHamiltonian.hamiltonian_eq
#print axioms MultipletHamiltonian.multiplet_energy
```

```
'MultipletHamiltonian.hamiltonian_eq' depends on axioms: [propext, Classical.choice, Quot.sound]
'MultipletHamiltonian.multiplet_energy' depends on axioms: [propext, Classical.choice, Quot.sound]
```

## Overwriting labels with `Function.update`

The proof turns on `update x i b`, the list x with entry i replaced by b. A one-electron matrix acts by summing over such replacements. In a product of two such operators, the right-hand matrix reads its row label from the list that the left-hand one has already changed.

If i ≠ j, `update_of_ne` says that entry j is still the original one. The two matrix elements then simply multiply, which is `onSite_pair`. If i = j, `update_self` returns the new label and `update_idem` discards the earlier replacement. The sum becomes a matrix product, which yields the one-electron square. `comp_swap` writes an exchange of labels as two replacements, so that P and Q can be recognised in the result.

## How the lemmas follow the derivation

`double_sum` splits a symmetric double sum into its diagonal and twice the pairs. `totalSq_eq_pairs` applies this to any three-component operator whose one-electron square is a number v, and so serves both L² and S². `pairSum_affine` supplies linearity and the count N(N−1)/2.

`orbital_dot` and `spin_dot` establish the two product formulas by running through all 81 and 16 index combinations, in place of the ε and Pauli identities. `Lsq_eq` and `Ssq_eq` contract them with the amplitude. In `Ssq_eq`, the antisymmetry hypothesis is applied to the state with already exchanged spins, which gives Qψ = −Pψ.

The elimination of ΣP and ΣK is the single `linear_combination` in `hamiltonian_eq`: it adds 2J times the S² equation and J/2 times the L² equation to the expanded Hamiltonian. For the Slater determinant, exchanging two electrons permutes two columns, and `Matrix.det_permute'` gives the sign.
